# Aliasing on a 5 by 7 grid can break the x–y symmetry of a four-wave Hamiltonian

When a plane-wave code applies a local potential to an orbital, it transforms the orbital's coefficients to a real-space grid, multiplies by the potential point by point, transforms back and keeps the waves in the basis. The number of grid points may differ from one direction to another.

Take the orbital $e^{ix}$ and the potential $V=2v(\cos 3x+\cos 3y)$ with $v$ real. The product $V e^{ix}$ contains the term $v\,e^{4ix}$. On the five points $x_j=2\pi j/5$, the wave $e^{4ix}$ has the same values as $e^{-ix}$, so the transform back reports an amplitude $v$ for $e^{-ix}$. On seven points it has the values of $e^{-3ix}$, which is discarded if the basis holds only $e^{\pm ix}$ and $e^{\pm iy}$.

In this basis, and in units with $\hbar$ and the mass equal to 1, exact integration gives the level $1/2$ four times. A 5 by 5 grid gives $1/2+v$ and $1/2-v$ twice each, and a 5 by 7 grid gives $1/2+v$, $1/2-v$, $1/2$, $1/2$. For one particle in a fixed two-dimensional potential and four plane waves, this shows how the grid alone can lift a degeneracy when the potential is sampled from its formula at the grid points. Five points hold only the harmonics $0,\pm1,\pm2$, so a code that builds the potential from the Fourier components its grid can hold would drop $\cos 3x$ there, and this coupling would not arise.

## Waves and two ways to average them

```lean
import Mathlib

open scoped Real ComplexConjugate
open Polynomial (X C)
open Complex (I exp)

namespace UnequalGrids

noncomputable section
```

Below, `def` introduces a definition, and `theorem` a statement followed by its proof.

```lean
/-- The one-dimensional plane wave `exp(imx)`. -/
def wave (m : ℤ) (x : ℝ) : ℂ := exp (m * I * x)
```

This is $w_m(x)=e^{imx}$, with an integer harmonic $m$ and a real position $x$.

```lean
/-- The average of `f` over `N > 0` equally spaced points of the period `2π`. -/
def gridMean (N : ℕ) (f : ℝ → ℂ) : ℂ := (∑ j ∈ Finset.range N, f (2 * π * j / N)) / N
```

The grid average is $\frac1N\sum_{j=0}^{N-1}f(2\pi j/N)$. The period is $2\pi$ in each direction.

```lean
/-- The exact average of `f` over the period `2π`. -/
def cellMean (f : ℝ → ℂ) : ℂ := (∫ x in (0 : ℝ)..(2 * π), f x) / (2 * π)
```

The exact average is $\frac1{2\pi}\int_0^{2\pi}f(x)\,dx$.

```lean
/-- The aliasing factor: one if `N` divides the harmonic `m`, zero otherwise. -/
def comb (N : ℕ) (m : ℤ) : ℂ := if (N : ℤ) ∣ m then 1 else 0
```

Write $\delta_N(m)$ for this factor: it is 1 if $N$ divides $m$, and 0 otherwise. Zero divides only zero, so $\delta_0(m)$ is 1 for $m=0$ alone. Exact integration can therefore be treated as the case $N=0$ of the same rule.

```lean
/-- The averaging rule `A` is linear on sums of three waves and gives each wave its
aliasing factor modulo `N`. -/
def Aliases (A : (ℝ → ℂ) → ℂ) (N : ℕ) : Prop :=
  ∀ (a b c : ℂ) (m n k : ℤ), A (fun x => a * wave m x + b * wave n x + c * wave k x) =
    a * comb N m + b * comb N n + c * comb N k
```

An averaging rule $A$ has this property if it sends $a\,w_m+b\,w_n+c\,w_k$ to $a\,\delta_N(m)+b\,\delta_N(n)+c\,\delta_N(k)$. Three waves are enough here, because the potential along one direction contributes the harmonics $3$ and $-3$ and a constant. The property is proved below for both averages.

## The four-wave Hamiltonian

```lean
/-- The x components of the four wave vectors. -/
def kx : Fin 4 → ℤ := ![1, -1, 0, 0]

/-- The y components of the four wave vectors. -/
def ky : Fin 4 → ℤ := ![0, 0, 1, -1]
```

Lean numbers the four basis functions from 0 to 3. Their wave vectors are $(1,0)$, $(-1,0)$, $(0,1)$ and $(0,-1)$.

```lean
/-- The basis functions `exp(ix)`, `exp(-ix)`, `exp(iy)`, `exp(-iy)`. -/
def planeWave (i : Fin 4) (x y : ℝ) : ℂ := wave (kx i) x * wave (ky i) y
```

The basis functions are $\varphi_i(x,y)=e^{i\mathbf k_i\cdot\mathbf r}$, where the $i$ in front of $\mathbf k_i$ is the imaginary unit. They are normalised with respect to the cell average.

```lean
/-- The potential `2v(cos 3x + cos 3y)`. -/
def potential (v x y : ℝ) : ℝ := 2 * v * (Real.cos (3 * x) + Real.cos (3 * y))
```

This is $V$, a real function that is unchanged when $x$ and $y$ are exchanged.

```lean
/-- The Hamiltonian matrix: kinetic energy `|k|²/2` on the diagonal, and potential matrix
elements averaged by rule `A` in x and rule `B` in y. -/
def hamiltonian (A B : (ℝ → ℂ) → ℂ) (v : ℝ) : Matrix (Fin 4) (Fin 4) ℂ :=
  Matrix.of fun i j => (if i = j then ((kx i : ℂ) ^ 2 + (ky i : ℂ) ^ 2) / 2 else 0) +
    A (fun x => B (fun y => conj (planeWave i x y) * (potential v x y : ℂ) * planeWave j x y))
```

The matrix is
$$H_{ij}=\tfrac12|\mathbf k_i|^2\,\delta_{ij}+\langle\varphi_i^*V\varphi_j\rangle,$$
in units with $\hbar$ and the mass equal to 1. The bracket averages over $y$ with rule `B` and then over $x$ with rule `A`. The kinetic energy is always exact, as it is in a plane-wave code, and only the potential sees the grid.

```lean
/-- Two pairs of levels at energy `e`, coupled within the pairs by `s` and `t`. -/
def pairMatrix (e s t : ℂ) : Matrix (Fin 4) (Fin 4) ℂ :=
  !![e, s, 0, 0; s, e, 0, 0; 0, 0, e, t; 0, 0, t, e]
```

This is the form that $H$ will turn out to have: levels at energy $e$, with coupling $s$ inside the first pair and $t$ inside the second.

## What each average does to a harmonic

```lean
/-- On a grid of `N > 0` points the average of `exp(imx)` is one if `N` divides `m`, and
zero otherwise. -/
theorem gridMean_wave (N : ℕ) (hN : 0 < N) (m : ℤ) : gridMean N (wave m) = comb N m := by
  have hN' : (N : ℂ) ≠ 0 := by exact_mod_cast hN.ne'
  have hpow : ∀ j : ℕ, wave m (2 * π * j / N) = exp ((m : ℂ) / N * (2 * π * I)) ^ j := by
    intro j
    rw [wave, ← Complex.exp_nat_mul]
    congr 1
    push_cast
    ring
  have hone : exp ((m : ℂ) / N * (2 * π * I)) = 1 ↔ (N : ℤ) ∣ m := by
    rw [Complex.exp_eq_one_iff]
    constructor
    · rintro ⟨k, hk⟩
      have h := mul_right_cancel₀ Complex.two_pi_I_ne_zero hk
      rw [div_eq_iff hN'] at h
      have h' : m = k * N := by exact_mod_cast h
      exact ⟨k, h'.trans (mul_comm _ _)⟩
    · rintro ⟨k, rfl⟩
      refine ⟨k, ?_⟩
      push_cast
      rw [mul_div_cancel_left₀ _ hN']
  have hroot : exp ((m : ℂ) / N * (2 * π * I)) ^ N = 1 := by
    rw [← Complex.exp_nat_mul, Complex.exp_eq_one_iff]
    exact ⟨m, by field_simp⟩
  -- a geometric sum over powers of a root of unity
  simp only [gridMean, comb, hpow]
  split_ifs with h
  · rw [hone.mpr h]
    simp [hN']
  · rw [geom_sum_eq (mt hone.mp h), hroot]
    simp
```

For $N>0$ the grid average of $e^{imx}$ is $\delta_N(m)$. With $q=e^{2\pi i m/N}$, the average is $\frac1N\sum_{j=0}^{N-1}q^j$. If $N$ divides $m$, then $q=1$ and the average is 1. Otherwise $q\neq1$, and the geometric sum is
$$\sum_{j=0}^{N-1}q^j=\frac{q^N-1}{q-1}=0,$$
since $q^N=e^{2\pi i m}=1$.

In the proof, `hpow` writes the samples as powers of $q$, `hone` says when $q=1$, and `hroot` gives $q^N=1$. The command `split_ifs` separates the two cases.

```lean
/-- Averaging over `N > 0` grid points aliases harmonics modulo `N`. -/
theorem gridMean_aliases (N : ℕ) (hN : 0 < N) : Aliases (gridMean N) N := by
  intro a b c m n k
  rw [← gridMean_wave N hN m, ← gridMean_wave N hN n, ← gridMean_wave N hN k]
  simp only [gridMean, Finset.sum_add_distrib, ← Finset.mul_sum]
  ring
```

A finite sum is linear, so the result for one wave extends to three.

```lean
/-- Exact integration keeps only the harmonic zero, which is aliasing modulo zero. -/
theorem cellMean_aliases : Aliases cellMean 0 := by
  have hpi : (π : ℂ) ≠ 0 := by exact_mod_cast Real.pi_ne_zero
  have hw : ∀ m : ℤ, cellMean (wave m) = comb 0 m := by
    intro m
    rcases eq_or_ne m 0 with rfl | hm
    · simp [cellMean, wave, comb, hpi]
    · have hc : (m : ℂ) * I ≠ 0 := mul_ne_zero (by exact_mod_cast hm) Complex.I_ne_zero
      have h1 : exp ((m : ℂ) * I * ((2 * π : ℝ) : ℂ)) = 1 :=
        Complex.exp_eq_one_iff.mpr ⟨m, by push_cast; ring⟩
      simp only [cellMean, wave]
      rw [integral_exp_mul_complex hc, h1]
      simp [comb, hm]
  intro a b c m n k
  have hi : ∀ (a : ℂ) (m : ℤ), Continuous (fun x => a * wave m x) := by
    intro a m
    unfold wave
    fun_prop
  have hab : Continuous (fun x => a * wave m x + b * wave n x) := (hi a m).add (hi b n)
  rw [← hw m, ← hw n, ← hw k]
  simp only [cellMean]
  rw [intervalIntegral.integral_add (hab.intervalIntegrable _ _)
      ((hi c k).intervalIntegrable _ _),
    intervalIntegral.integral_add ((hi a m).intervalIntegrable _ _)
      ((hi b n).intervalIntegrable _ _)]
  simp only [intervalIntegral.integral_const_mul]
  ring
```

For $m\ne0$,
$$\frac1{2\pi}\int_0^{2\pi}e^{imx}dx=\frac{e^{2\pi i m}-1}{2\pi i m}=0,$$
and for $m=0$ the average is 1. This is `hw`. The rest of the proof is linearity of the integral, for which Lean wants to know that each term is integrable; continuity supplies that.

## Which waves the grid couples

```lean
/-- If neither aliasing modulus divides 3, the Hamiltonian couples only opposite waves, with
strength `v` in a direction of modulus 5 and zero in any other. -/
theorem hamiltonian_eq {A B : (ℝ → ℂ) → ℂ} {N M : ℕ} (hA : Aliases A N) (hB : Aliases B M)
    (hN : ¬ N ∣ 3) (hM : ¬ M ∣ 3) (v : ℝ) : hamiltonian A B v =
      pairMatrix (1 / 2) (if N = 5 then (v : ℂ) else 0) (if M = 5 then (v : ℂ) else 0) := by
  have key : ∀ K : ℕ, ¬ K ∣ 3 → comb K 0 = 1 ∧ comb K 1 = 0 ∧ comb K (-1) = 0 ∧
      comb K 3 = 0 ∧ comb K (-3) = 0 ∧ comb K 5 = (if K = 5 then 1 else 0) ∧
      comb K (-5) = (if K = 5 then 1 else 0) := by
    intro K hK
    have h3 : ¬ (K : ℤ) ∣ 3 := by exact_mod_cast hK
    have h1 : ¬ (K : ℤ) ∣ 1 := fun h => h3 (h.trans (one_dvd _))
    have h5 : (K : ℤ) ∣ 5 ↔ K = 5 := by
      refine ⟨fun h => ?_, by rintro rfl; norm_num⟩
      have h' : K ∣ 5 := by exact_mod_cast h
      exact ((Nat.dvd_prime (by norm_num : Nat.Prime 5)).mp h').resolve_left
        fun e => hK (by simp [e])
    exact ⟨if_pos (dvd_zero _), if_neg h1, if_neg (mt dvd_neg.mp h1), if_neg h3,
      if_neg (mt dvd_neg.mp h3), if_congr h5 rfl rfl, if_congr (dvd_neg.trans h5) rfl rfl⟩
  obtain ⟨a0, a1, a1', a3, a3', a5, a5'⟩ := key N hN
  obtain ⟨b0, b1, b1', b3, b3', b5, b5'⟩ := key M hM
  have hadd : ∀ (m n : ℤ) (x : ℝ), wave (m + n) x = wave m x * wave n x := by
    intro m n x
    simp only [wave]
    rw [← Complex.exp_add]
    congr 1
    push_cast
    ring
  have hconj : ∀ (m : ℤ) (x : ℝ), conj (wave m x) = wave (-m) x := by
    intro m x
    simp only [wave]
    rw [← Complex.exp_conj]
    congr 1
    simp
  have hcos : ∀ t : ℝ, ((Real.cos (3 * t) : ℝ) : ℂ) = (wave 3 t + wave (-3) t) / 2 := by
    intro t
    have e1 : ((3 * t : ℝ) : ℂ) * I = ((3 : ℤ) : ℂ) * I * t := by push_cast; ring
    have e2 : -((3 * t : ℝ) : ℂ) * I = ((-3 : ℤ) : ℂ) * I * t := by push_cast; ring
    rw [Complex.ofReal_cos, Complex.cos, e1, e2]
    rfl
  refine Matrix.ext fun i j => ?_
  -- average over y first, then over x
  have hx : (fun x => B (fun y =>
      conj (planeWave i x y) * (potential v x y : ℂ) * planeWave j x y)) = fun x =>
      (v * comb M (ky j - ky i)) * wave (kx j - kx i + 3) x +
      (v * comb M (ky j - ky i)) * wave (kx j - kx i - 3) x +
      (v * (comb M (ky j - ky i + 3) + comb M (ky j - ky i - 3))) * wave (kx j - kx i) x := by
    funext x
    have hy : (fun y => conj (planeWave i x y) * (potential v x y : ℂ) * planeWave j x y) =
        fun y => (v * (wave (kx j - kx i + 3) x + wave (kx j - kx i - 3) x)) *
          wave (ky j - ky i) y + (v * wave (kx j - kx i) x) * wave (ky j - ky i + 3) y +
          (v * wave (kx j - kx i) x) * wave (ky j - ky i - 3) y := by
      funext y
      simp only [planeWave, potential, Complex.ofReal_mul, Complex.ofReal_add, hcos,
        map_mul, hconj, sub_eq_add_neg, hadd, Complex.ofReal_ofNat]
      ring
    rw [hy, hB]
    ring
  simp only [hamiltonian, Matrix.of_apply]
  rw [hx, hA]
  clear hx
  fin_cases i <;> fin_cases j <;>
    norm_num [kx, ky, pairMatrix, a0, a1, a1', a3, a3', a5, a5', b0, b1, b1', b3, b3', b5, b5']
```

Suppose `A` aliases modulo $N$ and `B` modulo $M$, and neither modulus divides 3. Then $H$ has $1/2$ on the diagonal. The waves $e^{\pm ix}$ are coupled by $v$ if $N=5$ and by zero otherwise, and the waves $e^{\pm iy}$ follow the same rule with $M$. The condition excludes grids of one or three points, on which $\cos 3x$ equals 1 at every point.

To derive this, write
$$V=v\,(e^{3ix}+e^{-3ix}+e^{3iy}+e^{-3iy})$$
and let $p$ and $q$ now be the $x$ and $y$ components of $\mathbf k_j-\mathbf k_i$. Averaging $\varphi_i^*V\varphi_j$ gives
$$V_{ij}=v\,\delta_M(q)\,[\delta_N(p+3)+\delta_N(p-3)]+v\,\delta_N(p)\,[\delta_M(q+3)+\delta_M(q-3)].$$

- On the diagonal, $p=q=0$. Every term contains a factor at $\pm3$, which vanishes by assumption.
- Between an $x$ wave and a $y$ wave, $p$ and $q$ are both $\pm1$. A modulus that does not divide 3 does not divide 1 either, so $\delta_N(p)=\delta_M(q)=0$.
- Between $e^{ix}$ and $e^{-ix}$, $p=\pm2$ and $q=0$. The second term vanishes through $\delta_M(\pm3)$. The first contains the harmonics $\pm5$ and $\pm1$, and only $\pm5$ can survive. Since 5 is prime and $N\neq1$, it survives exactly when $N=5$.
- The $y$ pair is the same with $N$ and $M$ exchanged.

In Lean, `key` tabulates the aliasing factors at $0,\pm1,\pm3,\pm5$. The steps `hadd`, `hconj` and `hcos` are the rules for products, conjugates and cosines of waves. The average over $y$ is taken in `hx`, and `rw [hx, hA]` takes the one over $x$. Finally `fin_cases` runs through all 16 entries and `norm_num` evaluates each from the table.

## From the matrix to the levels

```lean
/-- Two coupled pairs have the eigenvalues `e ± s` and `e ± t`, counted with multiplicity. -/
theorem pairMatrix_eigenvalues (e s t : ℂ) :
    (pairMatrix e s t).charpoly.roots = {e + s, e - s, e + t, e - t} := by
  have hd : ∀ p a b : Polynomial ℂ,
      Matrix.det !![p, a, 0, 0; a, p, 0, 0; 0, 0, p, b; 0, 0, b, p] =
        (p ^ 2 - a ^ 2) * (p ^ 2 - b ^ 2) := by
    intro p a b
    rw [Matrix.det_succ_row_zero]
    simp [Fin.sum_univ_succ, Matrix.det_fin_three, Fin.succAbove]
    ring
  have hm : (pairMatrix e s t).charmatrix = !![X - C e, -C s, 0, 0; -C s, X - C e, 0, 0;
      0, 0, X - C e, -C t; 0, 0, -C t, X - C e] := by
    refine Matrix.ext fun i j => ?_
    fin_cases i <;> fin_cases j <;>
      simp [pairMatrix]
  have h : (pairMatrix e s t).charpoly = (Multiset.map (fun a => X - C a)
      ({e + s, e - s, e + t, e - t} : Multiset ℂ)).prod := by
    rw [Matrix.charpoly, hm, hd]
    simp only [Multiset.insert_eq_cons, Multiset.map_cons, Multiset.map_singleton,
      Multiset.prod_cons, Multiset.prod_singleton, Polynomial.C_add, Polynomial.C_sub]
    ring
  rw [h, Polynomial.roots_multiset_prod_X_sub_C]
```

The expression `charpoly.roots` lists the roots of the characteristic polynomial. The braces denote a multiset, in which repeated entries count, so multiplicities are part of the statement. The determinant factorises over the two blocks:
$$\det(\lambda-H)=[(\lambda-e)^2-s^2]\,[(\lambda-e)^2-t^2],$$
with roots $e\pm s$ and $e\pm t$. In the proof, `hd` is this determinant, `hm` writes out $\lambda-H$, and `h` puts the polynomial into linear factors, from which the roots are read off.

```lean
/-- Exact integration gives `1/2` four times, the 5 by 5 grid gives `1/2 + v` and `1/2 - v`
twice each, and the 5 by 7 grid gives `1/2 + v`, `1/2 - v`, `1/2`, `1/2`. -/
theorem exact_equal_and_unequal_grids (v : ℝ) :
    (hamiltonian cellMean cellMean v).charpoly.roots = {1 / 2, 1 / 2, 1 / 2, 1 / 2} ∧
    (hamiltonian (gridMean 5) (gridMean 5) v).charpoly.roots =
      {1 / 2 + (v : ℂ), 1 / 2 - (v : ℂ), 1 / 2 + (v : ℂ), 1 / 2 - (v : ℂ)} ∧
    (hamiltonian (gridMean 5) (gridMean 7) v).charpoly.roots =
      {1 / 2 + (v : ℂ), 1 / 2 - (v : ℂ), 1 / 2, 1 / 2} := by
  have h5 := gridMean_aliases 5 (by norm_num)
  have h7 := gridMean_aliases 7 (by norm_num)
  rw [hamiltonian_eq cellMean_aliases cellMean_aliases (by norm_num) (by norm_num),
    hamiltonian_eq h5 h5 (by norm_num) (by norm_num),
    hamiltonian_eq h5 h7 (by norm_num) (by norm_num)]
  simp only [pairMatrix_eigenvalues]
  refine ⟨?_, ?_, ?_⟩ <;> simp
```

The three spectra follow by inserting the couplings into $1/2\pm s$, $1/2\pm t$:

| Average | $s$ | $t$ | Levels |
|---|---|---|---|
| exact | $0$ | $0$ | $1/2$ four times |
| 5 by 5 | $v$ | $v$ | $1/2+v$ and $1/2-v$, twice each |
| 5 by 7 | $v$ | $0$ | $1/2+v$, $1/2-v$, $1/2$, $1/2$ |

The proof does the same: it rewrites each Hamiltonian with `hamiltonian_eq` and then applies `pairMatrix_eigenvalues`. "Exact" refers to the integrals; the levels are those of the four-wave basis. For $v\neq0$ the 5 by 5 grid treats $x$ and $y$ alike and still gives wrong levels.

```lean
/-- For `v ≠ 0` the Hamiltonian on the 5 by 7 grid changes when the x waves are exchanged
with the y waves. -/
theorem exchange_symmetry_broken {v : ℝ} (hv : v ≠ 0) :
    (hamiltonian (gridMean 5) (gridMean 7) v).submatrix ![2, 3, 0, 1] ![2, 3, 0, 1] ≠
      hamiltonian (gridMean 5) (gridMean 7) v := by
  have hv' : (v : ℂ) ≠ 0 := by exact_mod_cast hv
  rw [hamiltonian_eq (gridMean_aliases 5 (by norm_num)) (gridMean_aliases 7 (by norm_num))
    (by norm_num) (by norm_num)]
  intro h
  -- compare the coupling of the y pair with that of the x pair
  have h01 : (if (7 : ℕ) = 5 then (v : ℂ) else 0) = if (5 : ℕ) = 5 then (v : ℂ) else 0 :=
    congrFun (congrFun h 0) 1
  simp [hv'.symm] at h01

end

end UnequalGrids
```

```lean
#print axioms UnequalGrids.gridMean_aliases
#print axioms UnequalGrids.exact_equal_and_unequal_grids
#print axioms UnequalGrids.exchange_symmetry_broken
```

```
'UnequalGrids.gridMean_aliases' depends on axioms: [propext, Classical.choice, Quot.sound]
'UnequalGrids.exact_equal_and_unequal_grids' depends on axioms: [propext, Classical.choice, Quot.sound]
'UnequalGrids.exchange_symmetry_broken' depends on axioms: [propext, Classical.choice, Quot.sound]
```

The `submatrix` expression reorders rows and columns by $0\leftrightarrow2$ and $1\leftrightarrow3$, which exchanges $e^{\pm ix}$ with $e^{\pm iy}$. The theorem says that for $v\neq0$ this changes the 5 by 7 matrix. One entry suffices: after the exchange, entry $(0,1)$ holds the old coupling of the $y$ pair, which is 0, whereas before it held $v$. The proof assumes the matrices equal, extracts this entry as `h01`, and reaches a contradiction with $v\ne0$. At $v=0$ the matrix is half the identity, and the exchange leaves it unchanged.
